# For H = (v/2)σ_z, the upper off-diagonal entry of −i[H, ρ] is −iv times that of ρ

For the Hamiltonian H = (v/2)σ_z of a spin one-half, with v real and ħ = 1, the declaration states that the entry in row 0, column 1 of −i(Hρ − ρH) equals −iv times the same entry of ρ. This is the right-hand side of the von Neumann equation for one coherence; no time derivative appears in the statement. Here ρ is any complex 2 × 2 matrix, and it need not be Hermitian, positive or of unit trace. The attempt unfolds σ_z and the matrix products with `simp`, then leaves the remaining algebra to `ring`.

An attempt in Lean 4 with a fault in it:

```lean
import Mathlib

open Complex (I)
open scoped Real

namespace RandomTelegraphNoise

noncomputable section

/-- The Pauli matrix σ_z. -/
def σz : Matrix (Fin 2) (Fin 2) ℂ := !![1, 0; 0, -1]

/-- Under the Hamiltonian `(v/2) σ_z` the entry `ρ 0 1` of a spin-one-half density matrix has the
rate of change `-iv` times itself. -/
theorem precession_entry (v : ℝ) (ρ : Matrix (Fin 2) (Fin 2) ℂ) :
    ((-I) • ((((v : ℂ) / 2) • σz) * ρ - ρ * (((v : ℂ) / 2) • σz))) 0 1
      = -(I * v) * ρ 0 1 := by
  simp [σz, Matrix.mul_apply, Fin.sum_univ_succ]
  ring

end

end RandomTelegraphNoise
```

The compiler's answer:

```
Try this:
  [apply] ring_nf
  
  The `ring` tactic failed to close the goal. Use `ring_nf` to obtain a normal form.
    
  Note that `ring` works primarily in *commutative* rings. If you have a noncommutative ring, abelian group or module, consider using `noncomm_ring`, `abel` or `module` instead.
Main.lean:17:28: error: unsolved goals
v : ℝ
ρ : Matrix (Fin 2) (Fin 2) ℂ
⊢ I * ↑v * ρ 0 1 * (1 / 2) + I * Matrix.vecMul ![↑v * (1 / 2), 0] ρ 1 = I * ↑v * ρ 0 1
```

Cause. The first message says that `ring` did not close the goal, and the error shows what was left. One of the two products has become ordinary arithmetic, but the other survives as `Matrix.vecMul ![↑v * (1 / 2), 0] ρ 1`, a row vector times ρ, read at column 1. Its value is `↑v * (1 / 2) * ρ 0 1`, so the goal is true, but `ring` does not unfold `Matrix.vecMul` and treats the term as an unknown.

The term arises because `simp [σz, ...]` replaces `σz` by its explicit rows. With the left factor of a product in that form, `simp` rewrote the product row by row through `Matrix.vecMul`, and `Matrix.mul_apply` did not get to expand it as a sum.

The repair keeps `σz` folded. The three entries needed are proved first, as `h00`, `h01` and `h11`, and `simp only` is confined to rules that expand the expression entry by entry and put in these values. Both products then become sums of two terms in numbers and entries of ρ, which `ring` can settle. `Fin.sum_univ_two` writes out such a sum directly; the sum lemma it replaces was not the cause of the failure.

Fix (accepted with no message):

```diff
@@ -16,5 +16,10 @@
     ((-I) • ((((v : ℂ) / 2) • σz) * ρ - ρ * (((v : ℂ) / 2) • σz))) 0 1
       = -(I * v) * ρ 0 1 := by
-  simp [σz, Matrix.mul_apply, Fin.sum_univ_succ]
+  have h00 : σz 0 0 = 1 := by simp [σz]
+  have h01 : σz 0 1 = 0 := by simp [σz]
+
+  have h11 : σz 1 1 = -1 := by simp [σz]
+  simp only [Matrix.smul_apply, Matrix.sub_apply, Matrix.mul_apply, Fin.sum_univ_two,
+    smul_eq_mul, h00, h01, h11]
   ring
 
```
